# For a permutation-invariant weight without distance ties, keeping chosen particles innermost changes no permutation-invariant average

Before a QM/MM run of a fixed solute in water, I choose which $n$ water molecules get the quantum treatment, and during sampling I reject every move that would leave another water closer to the solute than one of them. The inner region can grow and shrink, but its members never change. This worries me. In the unrestricted liquid any molecule may wander in or out, so I am discarding almost all of configuration space, and the rejections look like a wall pushing on the molecules at the boundary. Suppose even that all waters had the same potential. Wouldn't the constraint still distort the solvent density around the solute?

## Each discarded configuration of nonzero weight is a relabelled copy of a kept one

It would not, provided that the weight is unchanged by relabelling the waters and vanishes when two of them are equally far from the solute. The density is then safe because it doesn't ask which molecule is where.

Let $x=(x_1,\dots,x_N)$ be the states of the $N$ waters, $r(x_i)$ the distance of water $i$, and $w(x)$ the statistical weight, for instance a Boltzmann factor, with total $Z=\sum_x w(x)>0$. For a set $S$ of $n$ labels, let $\chi_S(x)=1$ if every member of $S$ is strictly closer than every non-member, and $0$ otherwise. The constrained run samples $\chi_S w$.

**One inner set per configuration.** Suppose two different sets $S,T$ of size $n$ were both inner in $x$. Take $i\in S\setminus T$ and $j\in T\setminus S$. Then $r(x_i)<r(x_j)$ and $r(x_j)<r(x_i)$, which is impossible. Without ties an inner set also exists: order the waters by distance and take the first $n$. Hence, wherever $w(x)\neq0$,
$$\sum_{|T|=n}\chi_T(x)=1 .$$

**All choices of labels are equivalent.** Let $f$ be permutation-invariant and let $\sigma$ be a relabelling that carries $S$ onto $T$. With $(x\circ\sigma)_i=x_{\sigma(i)}$ we have $\chi_T(x)=\chi_S(x\circ\sigma)$, so
$$\sum_x\chi_T(x)f(x)=\sum_x\chi_S(x\circ\sigma)f(x\circ\sigma)=\sum_x\chi_S(x)f(x).$$

**The factor cancels.** If $f$ vanishes wherever $w$ does, summing over all $T$ of size $n$ gives
$$\sum_x f(x)=\binom Nn\sum_x\chi_S(x)f(x).$$
Taking $f=w$ shows that the constrained total is $Z/\binom Nn>0$. Taking $f=wA$, with $A$ an invariant observable, and dividing,
$$\frac{\sum_x\chi_S\,wA}{\sum_x\chi_S\,w}=\frac{\sum_x wA}{\sum_x w}.$$

Observables that single out a label can change: with two waters and $n=1$, the constrained mean distance of the chosen water is the mean of the smaller distance.

## Which ties do harm

For a permutation-invariant weight $w\ge0$ with $Z>0$ there is a sharp criterion: the constraint is exact if and only if every configuration of nonzero weight has some inner set of size $n$. To see that this is necessary, let $B(x)=1$ if such a set exists and $0$ otherwise. Its constrained average is $1$. If the full average is also $1$, then $\sum_x w(1-B)=0$ with no negative terms, so $w=0$ wherever $B=0$. Only a tie between the $n$-th and the $(n+1)$-th nearest water matters; for $n=0$ or $n=N$ none does.

## What the Lean theorems say

The labels form the finite type `ι`, so $N$ is `Fintype.card ι`, and `X` is the finite set of states of one molecule. A configuration is a function `x : ι → X`. The set `S` is arbitrary and $n$ is `S.card`, which makes $n\le N$ automatic. The distance `r` may be any real function on `X`. `IsInner r S x` means $\chi_S(x)=1$, `restrict r S w` is $\chi_S w$, and `average` divides by the total, so `w` need not be normalised.

`flexible_inner_region_exact` assumes invariance (`hw`), a positive total (`hZ`) and zero weight on ties (`htie`). The last includes two molecules in the same state, which stands for the repulsion that keeps them apart, but on a grid it also excludes different sites at equal distance. `exact_of_hasInner` keeps the first two assumptions and weakens the third: it asks only for an inner set of size $n$ wherever the weight is nonzero. The theorem `exact_iff` is the criterion above; it alone assumes `w` nonnegative.

The model has finitely many states, a hard constraint and static averages; it says nothing about dynamics. For continuous positions whose distances have a joint probability density, ties have probability zero, so the weight need not vanish there; that case is not formalised here.

Your actual run treats inner and outer waters differently. Its reference is then the weight in which the $n$ nearest waters, whichever they are, are quantum. For identical molecules that weight is invariant, and restricting it to $S$ gives your fixed-label run. Whether this mixed ensemble resembles the fully quantum liquid is the step that the hypotheses leave open.

```lean
import Mathlib

open Finset

namespace FlexibleInnerRegion

noncomputable section

variable {ι X : Type*} [Fintype ι] [DecidableEq ι] [Fintype X]

/-- In the configuration `x`, every particle of `S` is strictly closer to the centre than
every particle outside `S`; `r` is the distance of a one-particle state. -/
def IsInner (r : X → ℝ) (S : Finset ι) (x : ι → X) : Prop :=
  ∀ i ∈ S, ∀ j ∉ S, r (x i) < r (x j)

/-- Some set of exactly `n` particles is closer to the centre than all the others. -/
def HasInner (r : X → ℝ) (n : ℕ) (x : ι → X) : Prop :=
  ∃ T : Finset ι, T.card = n ∧ IsInner r T x

/-- A function of the configuration that does not change when particles are relabelled. -/
def PermInvariant (f : (ι → X) → ℝ) : Prop :=
  ∀ (σ : Equiv.Perm ι) (x : ι → X), f (x ∘ σ) = f x

/-- The function `f` kept where the particles of `S` are the inner ones, and zero elsewhere. -/
def restrict (r : X → ℝ) (S : Finset ι) (f : (ι → X) → ℝ) : (ι → X) → ℝ :=
  Set.indicator {x | IsInner r S x} f

/-- The average of the observable `A` with weight `w`, for weights of nonzero total. -/
def average (w A : (ι → X) → ℝ) : ℝ := (∑ x, w x * A x) / ∑ x, w x

omit [Fintype ι] [DecidableEq ι] [Fintype X] in
/-- Two sets with equally many particles that are both inner in the same configuration
coincide. -/
theorem inner_unique {r : X → ℝ} {S T : Finset ι} {x : ι → X}
    (hS : IsInner r S x) (hT : IsInner r T x) (hc : S.card = T.card) : S = T := by
  by_contra h
  have h1 : ¬ S ⊆ T := fun hs => h (Finset.eq_of_subset_of_card_le hs hc.ge)
  have h2 : ¬ T ⊆ S := fun hs => h (Finset.eq_of_subset_of_card_le hs hc.le).symm
  obtain ⟨i, hi, hi'⟩ := Finset.not_subset.mp h1
  obtain ⟨j, hj, hj'⟩ := Finset.not_subset.mp h2
  -- `i` would be closer than `j`, and `j` closer than `i`
  exact lt_asymm (hS i hi j hj') (hT j hj i hi')

omit [Fintype X] in
/-- If no two particles have equal distance, then for each `n` up to the number of particles
some `n` particles are closer than all the others. -/
theorem exists_inner {r : X → ℝ} {x : ι → X}
    (hx : ∀ i j, i ≠ j → r (x i) ≠ r (x j)) (n : ℕ) (hn : n ≤ Fintype.card ι) :
    HasInner r n x := by
  induction n with
  | zero => exact ⟨∅, rfl, by simp [IsInner]⟩
  | succ n ih =>
    obtain ⟨T, hT, hin⟩ := ih (by omega)
    have hne : (Tᶜ).Nonempty := by
      rw [← Finset.card_pos, Finset.card_compl]
      omega
    -- add the closest of the remaining particles
    obtain ⟨k, hk, hmin⟩ := Finset.exists_min_image Tᶜ (fun i => r (x i)) hne
    have hk' : k ∉ T := Finset.mem_compl.mp hk
    refine ⟨insert k T, by rw [Finset.card_insert_of_notMem hk', hT], ?_⟩
    intro i hi j hj
    rw [Finset.mem_insert, not_or] at hj
    rcases Finset.mem_insert.mp hi with h | h
    · rw [h]
      exact lt_of_le_of_ne (hmin j (Finset.mem_compl.mpr hj.2)) (hx k j (Ne.symm hj.1))
    · exact hin i h j hj.2

omit [Fintype ι] [DecidableEq ι] [Fintype X] in
/-- Relabelling the particles relabels the inner set accordingly. -/
theorem isInner_comp {r : X → ℝ} {S T : Finset ι} (σ : Equiv.Perm ι)
    (hσ : ∀ i, σ i ∈ T ↔ i ∈ S) (x : ι → X) :
    IsInner r S (x ∘ σ) ↔ IsInner r T x := by
  constructor
  · intro h i hi j hj
    have hi' : σ.symm i ∈ S := by rw [← hσ, Equiv.apply_symm_apply]; exact hi
    have hj' : σ.symm j ∉ S := by rw [← hσ, Equiv.apply_symm_apply]; exact hj
    have := h _ hi' _ hj'
    simpa using this
  · intro h i hi j hj
    exact h (σ i) ((hσ i).2 hi) (σ j) (mt (hσ j).1 hj)

/-- The restricted sum of a permutation-invariant function depends only on how many
particles are declared inner, not on which ones. -/
theorem sum_restrict_eq (r : X → ℝ) {f : (ι → X) → ℝ} (hf : PermInvariant f)
    {S T : Finset ι} (hc : S.card = T.card) :
    ∑ x, restrict r T f x = ∑ x, restrict r S f x := by
  -- a relabelling that carries `S` onto `T`
  let σ : Equiv.Perm ι := (Finset.equivOfCardEq hc).extendSubtype
  have himg : S.image σ = T := by
    apply Finset.eq_of_subset_of_card_le
    · exact Finset.image_subset_iff.2
        fun i hi => (Finset.equivOfCardEq hc).extendSubtype_mem i hi
    · rw [Finset.card_image_of_injective _ σ.injective, hc]
  have hσ : ∀ i, σ i ∈ T ↔ i ∈ S := by
    intro i
    rw [← himg]
    exact σ.injective.mem_finset_image
  refine Fintype.sum_equiv (σ.symm.arrowCongr (Equiv.refl X)) _ _ fun x => ?_
  change restrict r T f x = restrict r S f (x ∘ σ)
  by_cases h : IsInner r T x
  · have e1 : restrict r T f x = f x := Set.indicator_of_mem h f
    have e2 : restrict r S f (x ∘ σ) = f (x ∘ σ) :=
      Set.indicator_of_mem ((isInner_comp σ hσ x).2 h) f
    rw [e1, e2, hf]
  · have e1 : restrict r T f x = 0 := Set.indicator_of_notMem h f
    have e2 : restrict r S f (x ∘ σ) = 0 :=
      Set.indicator_of_notMem (mt (isInner_comp σ hσ x).1 h) f
    rw [e1, e2]

/-- For a permutation-invariant `f` that vanishes wherever no set of the size of `S` is inner,
the full sum is the restricted sum times the number of ways to choose the inner particles. -/
theorem choose_mul_sum_restrict (r : X → ℝ) (S : Finset ι) {f : (ι → X) → ℝ}
    (hf : PermInvariant f) (hin : ∀ x, f x ≠ 0 → HasInner r S.card x) :
    ((Fintype.card ι).choose S.card : ℝ) * ∑ x, restrict r S f x = ∑ x, f x := by
  have h1 : ∑ T ∈ powersetCard S.card (univ : Finset ι), ∑ x, restrict r T f x
      = ((Fintype.card ι).choose S.card : ℝ) * ∑ x, restrict r S f x := by
    rw [Finset.sum_congr rfl fun T hT =>
      sum_restrict_eq r hf (Finset.mem_powersetCard.mp hT).2.symm]
    rw [Finset.sum_const, Finset.card_powersetCard, Finset.card_univ, nsmul_eq_mul]
  rw [← h1, Finset.sum_comm]
  refine Finset.sum_congr rfl fun x _ => ?_
  by_cases h0 : f x = 0
  · simp [restrict, Set.indicator, h0]
  · -- exactly one choice of inner particles contributes
    obtain ⟨T, hT, hTx⟩ := hin x h0
    rw [Finset.sum_eq_single T]
    · exact Set.indicator_of_mem hTx f
    · intro U hU hne
      refine Set.indicator_of_notMem (fun hUx => hne ?_) f
      exact inner_unique hUx hTx ((Finset.mem_powersetCard.mp hU).2.trans hT.symm)
    · intro h
      exact absurd (Finset.mem_powersetCard.mpr ⟨Finset.subset_univ T, hT⟩) h

/-- Let a permutation-invariant weight of positive total vanish wherever no set of the size of
`S` is inner. Then the restricted weight has positive total and gives every
permutation-invariant observable its unrestricted average. -/
theorem exact_of_hasInner (r : X → ℝ) (S : Finset ι) {w : (ι → X) → ℝ}
    (hw : PermInvariant w) (hZ : 0 < ∑ x, w x)
    (hin : ∀ x, w x ≠ 0 → HasInner r S.card x) :
    0 < ∑ x, restrict r S w x ∧
      ∀ A, PermInvariant A → average (restrict r S w) A = average w A := by
  have hC : (0 : ℝ) < ((Fintype.card ι).choose S.card : ℝ) := by
    exact_mod_cast Nat.choose_pos (Finset.card_le_univ S)
  have h1 := choose_mul_sum_restrict r S hw hin
  refine ⟨(mul_pos_iff_of_pos_left hC).1 (h1 ▸ hZ), fun A hA => ?_⟩
  have h2 := choose_mul_sum_restrict r S (f := fun x => w x * A x)
    (fun σ x => by simp only [hw σ x, hA σ x]) (fun x hx => hin x (left_ne_zero_of_mul hx))
  have h3 : ∑ x, restrict r S w x * A x = ∑ x, restrict r S (fun x => w x * A x) x := by
    refine Finset.sum_congr rfl fun x _ => ?_
    by_cases h : IsInner r S x <;> simp [restrict, Set.indicator, h]
  -- the binomial factor cancels between numerator and denominator
  unfold average
  rw [h3, ← h1, ← h2, mul_div_mul_left _ _ hC.ne']

/-- **Exactness of the flexible inner region.** Let a permutation-invariant weight of positive
total vanish whenever two particles have equal distance. Restricting to configurations where
the particles of `S` are closer than all others leaves a positive total and the average of
every permutation-invariant observable unchanged. -/
theorem flexible_inner_region_exact (r : X → ℝ) (S : Finset ι) {w : (ι → X) → ℝ}
    (hw : PermInvariant w) (hZ : 0 < ∑ x, w x)
    (htie : ∀ x i j, i ≠ j → r (x i) = r (x j) → w x = 0) :
    0 < ∑ x, restrict r S w x ∧
      ∀ A, PermInvariant A → average (restrict r S w) A = average w A :=
  exact_of_hasInner r S hw hZ fun x hx =>
    exists_inner (fun i j hij h => hx (htie x i j hij h)) _ (Finset.card_le_univ S)

/-- For a nonnegative permutation-invariant weight of positive total, the restriction leaves a
positive total and all permutation-invariant averages unchanged if and only if every
configuration of nonzero weight has some inner set of the size of `S`. -/
theorem exact_iff (r : X → ℝ) (S : Finset ι) {w : (ι → X) → ℝ}
    (hw : PermInvariant w) (hnn : ∀ x, 0 ≤ w x) (hZ : 0 < ∑ x, w x) :
    (0 < ∑ x, restrict r S w x ∧
      ∀ A, PermInvariant A → average (restrict r S w) A = average w A) ↔
    ∀ x, w x ≠ 0 → HasInner r S.card x := by
  classical
  refine ⟨?_, exact_of_hasInner r S hw hZ⟩
  rintro ⟨hpos, h⟩ x hx
  -- test observable: does the configuration have an inner set of the right size?
  obtain ⟨A, hA⟩ : ∃ A : (ι → X) → ℝ,
      ∀ y, A y = if HasInner r S.card y then 1 else 0 := ⟨_, fun _ => rfl⟩
  have hcomp : ∀ (σ : Equiv.Perm ι) (y : ι → X),
      HasInner r S.card y → HasInner r S.card (y ∘ σ) := by
    rintro σ y ⟨T, hT, hTy⟩
    refine ⟨T.map σ.symm.toEmbedding, by rw [Finset.card_map, hT], ?_⟩
    exact (isInner_comp σ (fun i => by simp [Finset.mem_map_equiv]) y).2 hTy
  have hinv : PermInvariant A := by
    intro σ y
    have hiff : HasInner r S.card (y ∘ σ) ↔ HasInner r S.card y := by
      refine ⟨fun hy => ?_, hcomp σ y⟩
      have := hcomp σ.symm _ hy
      rwa [Function.comp_assoc, Equiv.self_comp_symm, Function.comp_id] at this
    simp only [hA, hiff]
  have h1 : ∑ y, restrict r S w y * A y = ∑ y, restrict r S w y := by
    refine Finset.sum_congr rfl fun y _ => ?_
    by_cases hy : IsInner r S y
    · rw [hA, if_pos ⟨S, rfl, hy⟩, mul_one]
    · simp [restrict, Set.indicator, hy]
  have h2 := h A hinv
  unfold average at h2
  rw [h1, div_self hpos.ne', eq_comm, div_eq_one_iff_eq hZ.ne'] at h2
  by_contra hn
  -- a configuration of nonzero weight without such a set would lower the unrestricted
  -- average below one
  have hlt : ∑ y, w y * A y < ∑ y, w y := by
    refine Finset.sum_lt_sum (fun y _ => ?_) ⟨x, Finset.mem_univ x, ?_⟩
    · rw [hA]
      split_ifs
      · rw [mul_one]
      · rw [mul_zero]
        exact hnn y
    · rw [hA, if_neg hn, mul_zero]
      exact lt_of_le_of_ne (hnn x) (Ne.symm hx)
  exact hlt.ne h2

end

end FlexibleInnerRegion
```

```lean
#print axioms FlexibleInnerRegion.flexible_inner_region_exact
-- 'FlexibleInnerRegion.flexible_inner_region_exact' depends on axioms: [propext, Classical.choice, Quot.sound]
#print axioms FlexibleInnerRegion.exact_iff
-- 'FlexibleInnerRegion.exact_iff' depends on axioms: [propext, Classical.choice, Quot.sound]
```

## From the inner set to the binomial factor in Lean

`inner_unique` is the contradiction between $i$ and $j$. `exists_inner` replaces sorting by induction on $n$: it adds the closest remaining particle, and the absence of ties makes the inequality strict.

`isInner_comp` is the identity $\chi_T(x)=\chi_S(x\circ\sigma)$. In `sum_restrict_eq`, a bijection from `S` to `T` is extended to a permutation of all labels by `extendSubtype`, and `Fintype.sum_equiv` performs the change of summation variable.

`choose_mul_sum_restrict` writes the sum over all sets of size $n$ in two ways. Equal terms give the binomial coefficient; after `Finset.sum_comm` exchanges the sums, `Finset.sum_eq_single` keeps the one inner set of each configuration. `exact_of_hasInner` applies this to $w$ and to $wA$ and cancels the factor with `mul_div_mul_left`. The main theorem then follows by supplying the inner set from `exists_inner`.

For the converse, `exact_iff` first shows that the observable $B$, called `A` there, is invariant. A configuration of positive weight without an inner set would make $\sum_x wB$ strictly smaller than $\sum_x w$ by `Finset.sum_lt_sum`, contradicting the average of $1$.
